# An infinitely extended spectral ripple is exponentially damped in the midpoint Green's function $G(\beta/2)$

## Two different spectra, nearly the same $G(\beta/2)$

Suppose two candidate spectral functions are compared through the value of the imaginary-time Green's function at $\tau=\beta/2$, where $\beta=1/k_BT$. One is flat over the whole energy axis, an idealisation that cannot be normalised. The other is the same flat function with a ripple of period $\pi k_BT$, strong enough to bring it down to zero at every minimum. The two midpoint values differ by less than 0.4 percent. Agreement at this level therefore does not establish that two spectra agree. The damping of the ripple can be calculated exactly.

Take $\hbar=1$ and measure the energy $\omega$ from the chemical potential. With the sign reversed, the fermionic Green's function of a spectral function $A$ is, for $0<\tau<\beta$,

$$G(\tau)=\int_{-\infty}^{\infty}K(\tau,\omega)\,A(\omega)\,d\omega,\qquad K(\tau,\omega)=\frac{e^{-\tau\omega}}{1+e^{-\beta\omega}}.$$

At the midpoint the kernel is $1/(2\cosh(\beta\omega/2))$, an even window a few $k_BT$ wide. A ripple $a\cos(\omega t+\phi)$ has amplitude $a$, phase $\phi$ and period $2\pi/|t|$ in energy, and the shorter this period, the more completely the window averages it out.

## The shift and its bounds

For $\beta>0$ and real $t$,

$$\int_{-\infty}^{\infty}\frac{\cos(\omega t)}{2\cosh(\beta\omega/2)}\,d\omega=\frac{\pi/\beta}{\cosh(\pi t/\beta)}.$$

Adding the ripple to $A$ changes $G(\beta/2)$ by exactly

$$\Delta G=a\cos\phi\,\frac{\pi/\beta}{\cosh(\pi t/\beta)},\qquad |\Delta G|\le|a|\,\frac{2\pi}{\beta}\,e^{-\pi|t|/\beta}.$$

At $\phi=0$ the change is at least half of this bound, so the exponential rate is sharp.

In Lean, `emptyFraction β ω` is the probability that a level at $\omega$ is empty, `greenKernel β τ ω` is $K$, and `green β τ A` is $G(\tau)$. The cosine integral is `integral_cos_div_cosh`, the exact change is `green_shift`, and the two estimates are `green_shift_bounds`. The hypothesis `hA` says that $A$ is integrable against the midpoint kernel; for a non-negative $A$ this means that $G(\beta/2)$ is finite. Neither positivity nor normalisation of $A$ is assumed.

The spectral representation is taken as the definition of $G$ and is not derived from a Hamiltonian. Since $A$ is an ordinary function, the delta peaks of a finite system are not covered. The ripple extends over the whole energy axis, so adding it to a normalised $A$ destroys the normalisation. A ripple that is cut off at some energy can shift $G(\beta/2)$ by more than the bound, because the cut-off makes a contribution of its own.

For analytic continuation of simulation data, the upper bound gives a sufficient condition: a ripple of this idealised, infinitely extended kind is hidden in the single value $G(\beta/2)$ when the bound lies well below the statistical error of that value. A ripple with a larger bound may be hidden too, since the shift vanishes at $\phi=\pi/2$.

## From Euler's beta integral to the cosine integral

Let $p(\omega)=1/(1+e^{-\beta\omega})$. Then $1-p=e^{-\beta\omega}p$, and

$$p'=\frac{\beta e^{-\beta\omega}}{(1+e^{-\beta\omega})^2}=\beta p(1-p).$$

So $p$ increases from 0 to 1 and can serve as the integration variable $x$. Take a complex $z$ with $0<\operatorname{Re}z<\beta$ and put $v=z/\beta$. Since $e^{-\beta\omega}=(1-x)/x$, we have $e^{-z\omega}=x^{-v}(1-x)^v$, and $d\omega=dx/(\beta x(1-x))$. Hence

$$\int_{-\infty}^{\infty}e^{-z\omega}p(\omega)\,d\omega=\frac1\beta\int_0^1x^{-v}(1-x)^{v-1}dx=\frac{\Gamma(1-v)\Gamma(v)}{\beta\,\Gamma(1)}=\frac{\pi/\beta}{\sin(\pi z/\beta)}.$$

The last step is Euler's reflection formula. Now set $z=\beta/2-it$. The integrand becomes

$$e^{i\omega t}\,\frac{e^{-\beta\omega/2}}{1+e^{-\beta\omega}}=\frac{e^{i\omega t}}{2\cosh(\beta\omega/2)},$$

and the sine becomes $\sin(\pi/2-i\pi t/\beta)=\cos(i\pi t/\beta)=\cosh(\pi t/\beta)$. Multiplying by $e^{i\phi}$ and taking real parts gives

$$\int_{-\infty}^{\infty}\frac{\cos(\omega t+\phi)}{2\cosh(\beta\omega/2)}\,d\omega=\cos\phi\,\frac{\pi/\beta}{\cosh(\pi t/\beta)}.$$

The phase $\phi=0$ is the cosine integral. Multiplying by $a$ and using linearity of $G$ in $A$ gives $\Delta G$. With $t=\phi=0$, a flat spectral function of height $a$ has $G(\beta/2)=\pi a/\beta$.

For the bounds, $\cosh y=(e^{|y|}+e^{-|y|})/2$ lies between $e^{|y|}/2$ and $e^{|y|}$. Put $y=\pi t/\beta$. The lower estimate of $\cosh$, with $|\cos\phi|\le1$, bounds $|\Delta G|$ from above. The upper estimate, at $\phi=0$, gives $|\Delta G|\ge|a|(\pi/\beta)e^{-\pi|t|/\beta}$.

## The Lean file

```lean
import Mathlib

open MeasureTheory Set
open scoped Real

namespace MidpointContinuation

noncomputable section

/-- The thermal probability that a fermionic level at energy `ω` is empty. -/
def emptyFraction (β ω : ℝ) : ℝ := 1 / (1 + Real.exp (-(β * ω)))

/-- The fermionic kernel `exp (-τω) / (1 + exp (-βω))` linking real frequency to imaginary time. -/
def greenKernel (β τ ω : ℝ) : ℝ := Real.exp (-(τ * ω)) * emptyFraction β ω

/-- For `0 < τ < β`, the sign-reversed imaginary-time fermionic Green's function of the spectral
function `A`. -/
def green (β τ : ℝ) (A : ℝ → ℝ) : ℝ := ∫ ω : ℝ, greenKernel β τ ω * A ω

/-- The empty fraction `p` obeys the logistic equation `p' = β p (1 - p)`. -/
theorem emptyFraction_hasDerivAt (β ω : ℝ) :
    HasDerivAt (emptyFraction β)
      (β * emptyFraction β ω * (1 - emptyFraction β ω)) ω := by
  have hne : 1 + Real.exp (-(β * ω)) ≠ 0 := by positivity
  have h : HasDerivAt (fun x : ℝ => 1 + Real.exp (-(β * x)))
      (Real.exp (-(β * ω)) * (-(β * 1))) ω :=
    (((hasDerivAt_id' ω).const_mul β).fun_neg.exp).const_add 1
  have hp : emptyFraction β ω * (1 + Real.exp (-(β * ω))) = 1 := one_div_mul_cancel hne
  refine HasDerivAt.congr_deriv (f := emptyFraction β)
    ((hasDerivAt_const ω (1 : ℝ)).fun_div h hne) ?_
  rw [div_eq_iff (pow_ne_zero 2 hne)]
  linear_combination β * (emptyFraction β ω * (1 + Real.exp (-(β * ω)))
    - Real.exp (-(β * ω))) * hp

/-- As the energy runs over the real line, the empty fraction covers the open interval (0, 1). -/
theorem emptyFraction_image {β : ℝ} (hβ : 0 < β) :
    emptyFraction β '' univ = Ioo 0 1 := by
  ext x
  constructor
  · rintro ⟨ω, -, rfl⟩
    have he := Real.exp_pos (-(β * ω))
    refine ⟨by unfold emptyFraction; positivity, ?_⟩
    rw [emptyFraction, div_lt_one (by positivity)]
    linarith
  · rintro ⟨h0, h1⟩
    refine ⟨-(Real.log ((1 - x) / x) / β), mem_univ _, ?_⟩
    have hq : 0 < (1 - x) / x := div_pos (by linarith) h0
    have hs : 1 + (1 - x) / x = 1 / x := by
      rw [sub_div, div_self h0.ne']; ring
    rw [emptyFraction, mul_neg, neg_neg, mul_div_cancel₀ _ hβ.ne', Real.exp_log hq, hs,
      one_div_one_div]

/-- For complex `z` with `0 < Re z < β`, the integral of `exp (-zω) / (1 + exp (-βω))` over all
real frequencies is `(π/β) / sin (πz/β)`. -/
theorem integral_exp_mul_emptyFraction {β : ℝ} (hβ : 0 < β) {z : ℂ}
    (h0 : 0 < z.re) (h1 : z.re < β) :
    ∫ ω : ℝ, Complex.exp (-(z * ω)) * (emptyFraction β ω : ℂ)
      = (π : ℂ) / β / Complex.sin (π * (z / β)) := by
  have hb : (β : ℂ) ≠ 0 := Complex.ofReal_ne_zero.mpr hβ.ne'
  obtain ⟨v, hv⟩ : ∃ v : ℂ, v = z / β := ⟨_, rfl⟩
  have hvz : v * β = z := by rw [hv, div_mul_cancel₀ _ hb]
  have hre : v.re = z.re / β := by rw [hv, Complex.div_ofReal_re]
  have hv0 : 0 < v.re := by rw [hre]; exact div_pos h0 hβ
  have hv1 : 0 < (1 - v).re := by
    rw [Complex.sub_re, Complex.one_re, hre, sub_pos, div_lt_one hβ]; exact h1
  have hpow : ∀ x : ℝ, 0 < x → ∀ s : ℂ, (x : ℂ) ^ s = Complex.exp (Real.log x * s) := by
    intro x hx s
    rw [Complex.cpow_def_of_ne_zero (Complex.ofReal_ne_zero.mpr hx.ne'),
      Complex.ofReal_log hx.le]
  have hexp : ∀ x : ℝ, 0 < x → (x : ℂ) = Complex.exp (Real.log x) := by
    intro x hx
    rw [← Complex.ofReal_exp, Real.exp_log hx]
  -- the beta integrand, pulled back to the frequency axis
  have key : ∀ ω : ℝ, |β * emptyFraction β ω * (1 - emptyFraction β ω)| •
      ((emptyFraction β ω : ℂ) ^ (1 - v - 1) * (1 - (emptyFraction β ω : ℂ)) ^ (v - 1))
      = β * (Complex.exp (-(z * ω)) * (emptyFraction β ω : ℂ)) := by
    intro ω
    have hmem : emptyFraction β ω ∈ Ioo (0 : ℝ) 1 := by
      rw [← emptyFraction_image hβ]; exact mem_image_of_mem _ (mem_univ ω)
    have hE : emptyFraction β ω * (1 + Real.exp (-(β * ω))) = 1 :=
      one_div_mul_cancel (by positivity)
    generalize emptyFraction β ω = p at hmem hE ⊢
    obtain ⟨hp, hp1⟩ := hmem
    have hq : 0 < 1 - p := by linarith
    have hM : Real.log (1 - p) = Real.log p - β * ω := by
      have h : 1 - p = p * Real.exp (-(β * ω)) := by linear_combination -hE
      rw [h, Real.log_mul hp.ne' (Real.exp_pos _).ne', Real.log_exp]; ring
    have hmain : (p : ℂ) * ((1 - p : ℝ) : ℂ) *
        ((p : ℂ) ^ (1 - v - 1) * ((1 - p : ℝ) : ℂ) ^ (v - 1))
        = Complex.exp (-(z * ω)) * p := by
      rw [hpow p hp, hpow (1 - p) hq, hexp p hp, hexp (1 - p) hq]
      simp only [← Complex.exp_add]
      congr 1
      rw [hM]
      simp only [Complex.ofReal_sub, Complex.ofReal_mul]
      linear_combination (-(ω : ℂ)) * hvz
    have hc : 1 - (p : ℂ) = ((1 - p : ℝ) : ℂ) := by push_cast; rfl
    rw [abs_of_pos (mul_pos (mul_pos hβ hp) hq), Complex.real_smul, hc,
      Complex.ofReal_mul, Complex.ofReal_mul]
    linear_combination (β : ℂ) * hmain
  have hinj : InjOn (emptyFraction β) univ := by
    intro a _ b _ h
    simp only [emptyFraction, one_div, inv_inj, add_right_inj, Real.exp_eq_exp, neg_inj] at h
    exact mul_left_cancel₀ hβ.ne' h
  have hcv := integral_image_eq_integral_abs_deriv_smul MeasurableSet.univ
    (fun ω _ => (emptyFraction_hasDerivAt β ω).hasDerivWithinAt) hinj
    (fun x : ℝ => (x : ℂ) ^ (1 - v - 1) * (1 - (x : ℂ)) ^ (v - 1))
  rw [emptyFraction_image hβ, setIntegral_univ] at hcv
  simp only [key] at hcv
  rw [integral_const_mul] at hcv
  have hB : Complex.betaIntegral (1 - v) v
      = β * ∫ ω : ℝ, Complex.exp (-(z * ω)) * (emptyFraction β ω : ℂ) := by
    rw [Complex.betaIntegral, intervalIntegral.integral_of_le zero_le_one,
      integral_Ioc_eq_integral_Ioo]
    exact hcv
  -- Euler's reflection formula evaluates the beta integral
  have hG := Complex.Gamma_mul_Gamma_eq_betaIntegral hv1 hv0
  rw [sub_add_cancel, Complex.Gamma_one, one_mul, mul_comm (Complex.Gamma (1 - v)),
    Complex.Gamma_mul_Gamma_one_sub, hB] at hG
  rw [← hv, div_right_comm, hG, mul_div_cancel_left₀ _ hb]

/-- At the midpoint `τ = β/2` the fermionic kernel is `1 / (2 cosh (βω/2))`. -/
theorem greenKernel_midpoint (β ω : ℝ) :
    greenKernel β (β / 2) ω = 1 / (2 * Real.cosh (β * ω / 2)) := by
  have h1 : Real.exp (-(β * ω)) = Real.exp (-(β / 2 * ω)) ^ 2 := by
    rw [← Real.exp_nat_mul]; congr 1; push_cast; ring
  have h2 : Real.exp (β * ω / 2) = (Real.exp (-(β / 2 * ω)))⁻¹ := by
    rw [← Real.exp_neg]; congr 1; ring
  have h3 : Real.exp (-(β * ω / 2)) = Real.exp (-(β / 2 * ω)) := by congr 1; ring
  rw [greenKernel, emptyFraction, Real.cosh_eq, h1, h2, h3, mul_one_div,
    div_eq_div_iff (by positivity) (by positivity)]
  linear_combination mul_inv_cancel₀ (Real.exp_pos (-(β / 2 * ω))).ne'

/-- An oscillation `cos (ωt + φ)` is integrable against the midpoint kernel, with integral
`cos φ (π/β) / cosh (πt/β)`. -/
theorem midpoint_oscillation {β : ℝ} (hβ : 0 < β) (t φ : ℝ) :
    Integrable (fun ω : ℝ => greenKernel β (β / 2) ω * Real.cos (ω * t + φ)) ∧
    ∫ ω : ℝ, greenKernel β (β / 2) ω * Real.cos (ω * t + φ)
      = Real.cos φ * (π / β / Real.cosh (π * t / β)) := by
  have hb : (β : ℂ) ≠ 0 := Complex.ofReal_ne_zero.mpr hβ.ne'
  have hre : (((β / 2 : ℝ) : ℂ) - t * Complex.I).re = β / 2 := by simp
  have h := integral_exp_mul_emptyFraction hβ (z := ((β / 2 : ℝ) : ℂ) - t * Complex.I)
    (by rw [hre]; linarith) (by rw [hre]; linarith)
  have hs : Complex.sin (π * ((((β / 2 : ℝ) : ℂ) - t * Complex.I) / β))
      = ((Real.cosh (π * t / β) : ℝ) : ℂ) := by
    rw [Complex.ofReal_cosh, ← Complex.cos_mul_I, ← Complex.sin_pi_div_two_sub]
    congr 1
    push_cast
    linear_combination ((π : ℂ) / 2) * mul_inv_cancel₀ hb
  rw [hs, ← Complex.ofReal_div, ← Complex.ofReal_div] at h
  -- a non-integrable function would have integral zero
  have hI : Integrable (fun ω : ℝ => Complex.exp (-((((β / 2 : ℝ) : ℂ) - t * Complex.I) * ω))
      * (emptyFraction β ω : ℂ)) := by
    by_contra hn
    rw [integral_undef hn] at h
    exact Complex.ofReal_ne_zero.mpr
      (div_pos (div_pos Real.pi_pos hβ) (Real.cosh_pos _)).ne' h.symm
  have hg := hI.const_mul (Complex.exp (φ * Complex.I))
  have hr : ∀ ω : ℝ, Complex.reCLM (Complex.exp (φ * Complex.I) *
      (Complex.exp (-((((β / 2 : ℝ) : ℂ) - t * Complex.I) * ω)) * (emptyFraction β ω : ℂ)))
      = greenKernel β (β / 2) ω * Real.cos (ω * t + φ) := by
    intro ω
    have he : Complex.exp (φ * Complex.I) *
        (Complex.exp (-((((β / 2 : ℝ) : ℂ) - t * Complex.I) * ω)) * (emptyFraction β ω : ℂ))
        = (greenKernel β (β / 2) ω : ℂ)
          * Complex.exp (((ω * t + φ : ℝ) : ℂ) * Complex.I) := by
      rw [greenKernel, Complex.ofReal_mul, Complex.ofReal_exp, mul_right_comm,
        ← Complex.exp_add, ← mul_assoc, ← Complex.exp_add]
      congr 2
      push_cast
      ring
    rw [he, Complex.reCLM_apply, Complex.re_ofReal_mul, Complex.exp_ofReal_mul_I_re]
  have h1 := Complex.reCLM.integrable_comp hg
  have h2 := Complex.reCLM.integral_comp_comm hg
  simp only [hr] at h1 h2
  refine ⟨h1, ?_⟩
  rw [h2, integral_const_mul, h, Complex.reCLM_apply, Complex.re_mul_ofReal,
    Complex.exp_ofReal_mul_I_re]

/-- The integral of `cos (ωt) / (2 cosh (βω/2))` over all real frequencies is
`(π/β) / cosh (πt/β)`. -/
theorem integral_cos_div_cosh {β : ℝ} (hβ : 0 < β) (t : ℝ) :
    ∫ ω : ℝ, Real.cos (ω * t) / (2 * Real.cosh (β * ω / 2))
      = π / β / Real.cosh (π * t / β) := by
  have h := (midpoint_oscillation hβ t 0).2
  simp only [add_zero, Real.cos_zero, one_mul, greenKernel_midpoint] at h
  rw [← h]
  congr 1
  funext ω
  ring

/-- A flat spectral function of height `a` gives the midpoint value `πa/β`. -/
theorem green_flat {β : ℝ} (hβ : 0 < β) (a : ℝ) :
    green β (β / 2) (fun _ => a) = π / β * a := by
  have h := (midpoint_oscillation hβ 0 0).2
  simp only [mul_zero, add_zero, Real.cos_zero, mul_one, one_mul, zero_div, Real.cosh_zero,
    div_one] at h
  rw [green, integral_mul_const, h]

/-- Adding `a cos (ωt + φ)` to a spectral function shifts the midpoint Green's function by
`a cos φ (π/β) / cosh (πt/β)`. -/
theorem green_shift {β : ℝ} (hβ : 0 < β) (a t φ : ℝ) {A : ℝ → ℝ}
    (hA : Integrable (fun ω => greenKernel β (β / 2) ω * A ω)) :
    green β (β / 2) (fun ω => A ω + a * Real.cos (ω * t + φ)) - green β (β / 2) A
      = a * Real.cos φ * (π / β / Real.cosh (π * t / β)) := by
  obtain ⟨hI, hval⟩ := midpoint_oscillation hβ t φ
  have hsplit : ∀ ω, greenKernel β (β / 2) ω * (A ω + a * Real.cos (ω * t + φ))
      = greenKernel β (β / 2) ω * A ω
        + a * (greenKernel β (β / 2) ω * Real.cos (ω * t + φ)) := fun ω => by ring
  simp only [green, hsplit]
  rw [integral_add hA (hI.const_mul a), integral_const_mul, hval]
  ring

/-- A spectral oscillation of amplitude `a` and any phase changes the midpoint Green's function
by at most `|a| (2π/β) exp (-π|t|/β)`; at zero phase the change is at least half of this. -/
theorem green_shift_bounds {β : ℝ} (hβ : 0 < β) (a t : ℝ) {A : ℝ → ℝ}
    (hA : Integrable (fun ω => greenKernel β (β / 2) ω * A ω)) :
    (∀ φ : ℝ, |green β (β / 2) (fun ω => A ω + a * Real.cos (ω * t + φ)) - green β (β / 2) A|
      ≤ |a| * (2 * π / β * Real.exp (-(π * |t| / β)))) ∧
    |a| * (π / β * Real.exp (-(π * |t| / β)))
      ≤ |green β (β / 2) (fun ω => A ω + a * Real.cos (ω * t)) - green β (β / 2) A| := by
  have hx : |π * t / β| = π * |t| / β := by
    rw [abs_div, abs_mul, abs_of_pos Real.pi_pos, abs_of_pos hβ]
  have hy : 0 ≤ π * |t| / β := by positivity
  have hc : Real.cosh (π * t / β)
      = (Real.exp (π * |t| / β) + Real.exp (-(π * |t| / β))) / 2 := by
    rw [← Real.cosh_abs, hx, Real.cosh_eq]
  have hpos := Real.cosh_pos (π * t / β)
  have hD : 0 < π / β / Real.cosh (π * t / β) := div_pos (div_pos Real.pi_pos hβ) hpos
  have hlow : Real.exp (π * |t| / β) / 2 ≤ Real.cosh (π * t / β) := by
    rw [hc]; linarith [Real.exp_pos (-(π * |t| / β))]
  have hupp : Real.cosh (π * t / β) ≤ Real.exp (π * |t| / β) := by
    have h : Real.exp (-(π * |t| / β)) ≤ Real.exp (π * |t| / β) :=
      Real.exp_le_exp.mpr (by linarith)
    rw [hc]; linarith
  constructor
  · intro φ
    rw [green_shift hβ a t φ hA, abs_mul, abs_mul, abs_of_pos hD]
    have h1 : π / β / Real.cosh (π * t / β) ≤ 2 * π / β * Real.exp (-(π * |t| / β)) :=
      calc π / β / Real.cosh (π * t / β) ≤ π / β / (Real.exp (π * |t| / β) / 2) :=
            div_le_div_of_nonneg_left (by positivity) (by positivity) hlow
        _ = 2 * π / β * Real.exp (-(π * |t| / β)) := by rw [Real.exp_neg]; ring
    have h2 : |a| * |Real.cos φ| ≤ |a| :=
      mul_le_of_le_one_right (abs_nonneg a) (Real.abs_cos_le_one φ)
    exact mul_le_mul h2 h1 hD.le (abs_nonneg a)
  · have h := green_shift hβ a t 0 hA
    simp only [add_zero, Real.cos_zero, mul_one] at h
    rw [h, abs_mul, abs_of_pos hD]
    refine mul_le_mul_of_nonneg_left ?_ (abs_nonneg a)
    rw [Real.exp_neg, ← div_eq_mul_inv]
    exact div_le_div_of_nonneg_left (by positivity) hpos hupp

end

end MidpointContinuation
```

```lean
#print axioms MidpointContinuation.integral_cos_div_cosh
#print axioms MidpointContinuation.green_flat
#print axioms MidpointContinuation.green_shift_bounds
```

```
'MidpointContinuation.integral_cos_div_cosh' depends on axioms: [propext, Classical.choice, Quot.sound]
'MidpointContinuation.green_flat' depends on axioms: [propext, Classical.choice, Quot.sound]
'MidpointContinuation.green_shift_bounds' depends on axioms: [propext, Classical.choice, Quot.sound]
```

## How the proof follows the substitution

`emptyFraction_hasDerivAt` applies the quotient rule and brings the result into the form $\beta p(1-p)$. `emptyFraction_image` shows that $p$ covers exactly $(0,1)$, with the explicit preimage $\omega=-\ln((1-x)/x)/\beta$.

The substitution is carried out in `integral_exp_mul_emptyFraction`. Mathlib's change-of-variables theorem needs the derivative, the image and injectivity, which is `hinj`. The step `key` checks that the beta integrand times $|p'|$ equals $\beta e^{-z\omega}p$. It writes complex powers as exponentials of real logarithms (`hpow`) and uses $\ln(1-p)=\ln p-\beta\omega$ (`hM`). Then `hB` identifies the beta integral, and the Gamma function identities evaluate it.

`greenKernel_midpoint` rewrites the kernel at $\tau=\beta/2$ as the hyperbolic window. In `midpoint_oscillation`, `hs` turns the sine into $\cosh(\pi t/\beta)$, and `hr` takes the real part after multiplication by $e^{i\phi}$. Integrability comes from the value itself: Lean assigns zero to the integral of a non-integrable function, and the value found here is not zero.

`integral_cos_div_cosh` and `green_flat` are the special cases $\phi=0$ and $t=\phi=0$. In `green_shift`, `integral_add` splits the integral, which requires `hA` for the background and the integrability just obtained for the ripple. Finally, `green_shift_bounds` proves the two estimates of $\cosh$ as `hlow` and `hupp` and inserts them into the exact shift.
